# In a finite diode base with an ohmic contact, the excess density is a sinh profile and the injected gradient is (d₀/L) coth(W/L)

Let a diode base of width W end at an ideal ohmic contact, with excess minority density d₀ at the junction and diffusion length L. To compute what this base contributes to the saturation current when W is not much larger than L, one replaces the long-base gradient d₀/L by (d₀/L) coth(W/L). This replacement is derived here for a one-dimensional, field-free base at low injection, where it can also serve as a reference value for a drift-diffusion solver.

```lean
import Mathlib

open Real Set

namespace FiniteBaseDiode

/-- Steady excess minority-carrier density `d` with gradient `g` in a base `0 ≤ x ≤ W` with
diffusion length `L ≠ 0`: it obeys `d'' = d / L²`, equals `d₀` at the junction and vanishes at
the contact. -/
structure IsBaseProfile (L W d₀ : ℝ) (d g : ℝ → ℝ) : Prop where
  gradient : ∀ x ∈ Icc (0 : ℝ) W, HasDerivWithinAt d (g x) (Icc 0 W) x
  diffusion : ∀ x ∈ Icc (0 : ℝ) W, HasDerivWithinAt g (d x / L ^ 2) (Icc 0 W) x
  injected : d 0 = d₀
  contact : d W = 0
```

The base runs from the junction edge x = 0 to the contact x = W. The function `d` is the excess minority density and `g` its gradient d'. The four fields of the structure say

d' = g,  g' = d/L²,  d(0) = d₀,  d(W) = 0.

The second equation is the steady balance D d'' = d/τ with constant diffusivity D and lifetime τ, and L² = Dτ. The value d₀, which the applied voltage sets in a device, is simply given. The condition d(W) = 0 stands for an ideal ohmic contact, where recombination is so fast that no excess survives.

`HasDerivWithinAt … (Icc 0 W) x` is a derivative taken inside the closed interval, so it is one-sided at the ends and nothing is assumed outside the base. The model has no drift field, optical generation or finite surface recombination velocity.

```lean
variable {L W d₀ : ℝ} {d g : ℝ → ℝ}

/-- For `s = ±1/L` the combination `d' + s d` equals its junction value times `exp (s x)` across a
base of positive width. -/
theorem exponential_mode (h : IsBaseProfile L W d₀ d g) (hW : 0 < W) {s : ℝ}
    (hs : (s * L) ^ 2 = 1) {x : ℝ} (hx : x ∈ Icc (0 : ℝ) W) :
    g x + s * d x = (g 0 + s * d₀) * exp (s * x) := by
  have hL : L ≠ 0 := by
    rintro rfl
    simp at hs
  -- the amplitude of the mode has zero derivative
  have hd : ∀ y ∈ Icc (0 : ℝ) W,
      HasDerivWithinAt (fun y => (g y + s * d y) * exp (-(s * y))) 0 (Icc 0 W) y := by
    intro y hy
    have key : d y / L ^ 2 = s ^ 2 * d y := by
      rw [div_eq_iff (pow_ne_zero 2 hL)]
      linear_combination (-(d y)) * hs
    have he : HasDerivAt (fun y => exp (-(s * y))) (exp (-(s * y)) * (-(s * 1))) y :=
      ((hasDerivAt_id' y).const_mul s).fun_neg.exp
    have hp := ((h.diffusion y hy).fun_add ((h.gradient y hy).const_mul s)).fun_mul
      he.hasDerivWithinAt
    refine hp.congr_deriv ?_
    rw [key]
    ring
  have hc := constant_of_derivWithin_zero
    (f := fun y => (g y + s * d y) * exp (-(s * y)))
    (fun y hy => (hd y hy).differentiableWithinAt)
    (fun y hy => (hd y (Ico_subset_Icc_self hy)).derivWithin
      (uniqueDiffOn_Icc hW y (Ico_subset_Icc_self hy))) x hx
  simp only [mul_zero, neg_zero, Real.exp_zero, mul_one, h.injected] at hc
  rw [← hc, mul_assoc, ← Real.exp_add, neg_add_cancel, Real.exp_zero, mul_one]
```

Let s be 1/L or −1/L, which the code writes as (sL)² = 1. Then

(g + s d)' = d/L² + s g = s (g + s d),

so (g + s d) exp(−s x) has zero derivative and keeps its junction value g(0) + s d₀. Hence

g(x) + s d(x) = (g(0) + s d₀) exp(s x).

The step from "zero derivative" to "constant" is Mathlib's `constant_of_derivWithin_zero`. It asks about `derivWithin`, a single number that Mathlib assigns to a function at a point. The product rule supplies `HasDerivWithinAt`, which only says that 0 is a valid derivative there. The two agree where the derivative is unique, and `uniqueDiffOn_Icc hW` provides this for an interval of positive width. On a single point, every number would be a valid derivative.

```lean
/-- For positive `L` and `W`, density and gradient at depth `x` in the base follow from their
values at the junction. -/
theorem transfer (h : IsBaseProfile L W d₀ d g) (hL : 0 < L) (hW : 0 < W)
    {x : ℝ} (hx : x ∈ Icc (0 : ℝ) W) :
    d x = d₀ * cosh (x / L) + L * g 0 * sinh (x / L) ∧
      g x = g 0 * cosh (x / L) + d₀ / L * sinh (x / L) := by
  have hi : L * (1 / L) = 1 := mul_one_div_cancel hL.ne'
  have h1 := exponential_mode h hW (s := 1 / L)
    (by rw [mul_comm, hi]; norm_num) hx
  have h2 := exponential_mode h hW (s := -(1 / L))
    (by rw [neg_mul, mul_comm, hi]; norm_num) hx
  have e1 : 1 / L * x = x / L := by ring
  have e2 : -(1 / L) * x = -(x / L) := by ring
  rw [e1] at h1
  rw [e2] at h2
  rw [Real.cosh_eq, Real.sinh_eq]
  constructor
  · linear_combination L / 2 * (h1 - h2)
      - (d x - d₀ * (exp (x / L) + exp (-(x / L))) / 2) * hi
  · linear_combination (h1 + h2) / 2
```

The two choices of s give

g + d/L = (g(0) + d₀/L) exp(x/L)
g − d/L = (g(0) − d₀/L) exp(−x/L).

Half the difference, times L, and half the sum are

d(x) = d₀ cosh(x/L) + L g(0) sinh(x/L)
g(x) = g(0) cosh(x/L) + (d₀/L) sinh(x/L).

The `linear_combination` lines carry out these two combinations. The extra term with `hi` in the first one replaces L · (1/L) by 1.

```lean
/-- For positive `L` and `W`, the injected gradient is `-d'(0) = (d₀ / L) coth (W / L)`. -/
theorem injected_gradient (h : IsBaseProfile L W d₀ d g) (hL : 0 < L) (hW : 0 < W) :
    -g 0 = d₀ / L * (cosh (W / L) / sinh (W / L)) := by
  have hs : 0 < sinh (W / L) := Real.sinh_pos_iff.mpr (div_pos hW hL)
  have ht := (transfer h hL hW ⟨hW.le, le_rfl⟩).1
  rw [h.contact] at ht
  rw [div_mul_div_comm, eq_div_iff (mul_pos hL hs).ne']
  linear_combination ht
```

At x = W the contact condition turns the first formula into

0 = d₀ cosh(W/L) + L g(0) sinh(W/L),

and dividing by L sinh(W/L) > 0 gives −g(0) = (d₀/L) coth(W/L). Lean writes coth as `cosh / sinh`. In a nondegenerate base at low injection d₀ = n₀ (exp(qV/kT) − 1), with n₀ the equilibrium minority density, V the forward voltage across the junction, q the elementary charge and kT the thermal energy. The diffusion current density at the junction is qD times the injected gradient, so the base contributes qD (n₀/L) coth(W/L) to the saturation current density.

```lean
/-- For `u > 0`, the hyperbolic cotangent exceeds both `1` and `1 / u` but stays below their
sum. -/
theorem coth_bounds {u : ℝ} (hu : 0 < u) :
    1 < cosh u / sinh u ∧ 1 / u < cosh u / sinh u ∧ cosh u / sinh u < 1 + 1 / u := by
  have hs : 0 < sinh u := Real.sinh_pos_iff.mpr hu
  -- mean value theorem: `sinh u / u` is `cosh c` for some `c` between `0` and `u`
  obtain ⟨c, hc, h⟩ := exists_hasDerivAt_eq_slope sinh cosh hu
    Real.continuous_sinh.continuousOn (fun x _ => Real.hasDerivAt_sinh x)
  simp only [Real.sinh_zero, sub_zero] at h
  have h1 : 1 < sinh u / u := h ▸ Real.one_lt_cosh.mpr hc.1.ne'
  have h2 : sinh u / u < cosh u := by
    rw [← h, Real.cosh_lt_cosh, abs_of_pos hc.1, abs_of_pos hu]
    exact hc.2
  have h3 := Real.cosh_sub_sinh u
  have h4 : exp (-u) < 1 := Real.exp_lt_one_iff.mpr (by linarith)
  refine ⟨?_, ?_, ?_⟩
  · rw [lt_div_iff₀ hs]
    linarith [Real.exp_pos (-u)]
  · rw [div_lt_iff₀ hu] at h2
    rw [div_lt_div_iff₀ hu hs]
    linarith
  · rw [div_lt_iff₀ hs]
    have e : (1 + 1 / u) * sinh u = sinh u + sinh u / u := by ring
    linarith
```

For u > 0 the mean value theorem gives sinh u / u = cosh c with 0 < c < u, so

1 < sinh u / u < cosh u.

The right-hand inequality rearranges to 1/u < coth u. Since cosh u − sinh u = exp(−u) > 0, also 1 < coth u. Finally,

cosh u = sinh u + exp(−u) < sinh u + 1 < sinh u + sinh u / u,

and division by sinh u gives coth u < 1 + 1/u.

```lean
/-- Finite-base diode: for positive `L`, `W` and `d₀` the density is the `sinh` profile, and the
injected gradient `(d₀ / L) coth (W / L)` exceeds both `d₀ / L` and `d₀ / W`. -/
theorem finite_base_diode (h : IsBaseProfile L W d₀ d g) (hL : 0 < L) (hW : 0 < W)
    (hd : 0 < d₀) :
    (∀ x ∈ Icc (0 : ℝ) W, d x = d₀ * sinh ((W - x) / L) / sinh (W / L)) ∧
      -g 0 = d₀ / L * (cosh (W / L) / sinh (W / L)) ∧
      d₀ * max (1 / L) (1 / W) < -g 0 := by
  have hs : 0 < sinh (W / L) := Real.sinh_pos_iff.mpr (div_pos hW hL)
  refine ⟨fun x hx => ?_, injected_gradient h hL hW, ?_⟩
  · -- eliminate the gradient at the junction with the contact condition
    have ht := (transfer h hL hW ⟨hW.le, le_rfl⟩).1
    rw [h.contact] at ht
    have hx' := (transfer h hL hW hx).1
    rw [eq_div_iff hs.ne', sub_div, Real.sinh_sub]
    linear_combination sinh (W / L) * hx' - sinh (x / L) * ht
  · obtain ⟨b1, b2, -⟩ := coth_bounds (div_pos hW hL)
    have p1 := mul_lt_mul_of_pos_left b1 (one_div_pos.mpr hL)
    have p2 := mul_lt_mul_of_pos_left b2 (one_div_pos.mpr hL)
    have e : 1 / L * (1 / (W / L)) = 1 / W := by field_simp
    rw [mul_one] at p1
    rw [e] at p2
    calc d₀ * max (1 / L) (1 / W)
        < d₀ * (1 / L * (cosh (W / L) / sinh (W / L))) :=
          mul_lt_mul_of_pos_left (max_lt p1 p2) hd
      _ = -g 0 := by rw [injected_gradient h hL hW]; ring
```

For the profile, multiply the density formula by sinh(W/L) and insert L g(0) sinh(W/L) = −d₀ cosh(W/L):

d(x) sinh(W/L) = d₀ [sinh(W/L) cosh(x/L) − cosh(W/L) sinh(x/L)] = d₀ sinh((W − x)/L).

For the bound, set u = W/L and multiply 1 < coth u and 1/u < coth u by d₀/L. The injected gradient then exceeds both d₀/L and d₀/W. Only this last part uses d₀ > 0.

```lean
/-- For positive `L`, `W` and `d₀`, the injected gradient stays below the sum of `d₀ / L` and
`d₀ / W`. -/
theorem injected_gradient_lt (h : IsBaseProfile L W d₀ d g) (hL : 0 < L) (hW : 0 < W)
    (hd : 0 < d₀) : -g 0 < d₀ * (1 / L + 1 / W) := by
  have p := mul_lt_mul_of_pos_left (coth_bounds (div_pos hW hL)).2.2 (div_pos hd hL)
  have e : 1 / L * (1 / (W / L)) = 1 / W := by field_simp
  rw [injected_gradient h hL hW]
  refine p.trans_eq ?_
  linear_combination d₀ * e
```

The upper bound on coth, multiplied by d₀/L, gives −g(0) < d₀ (1/L + 1/W). The two bounds together contain both limits. For W ≫ L the ratio of −g(0) to d₀/L lies between 1 and 1 + L/W, which is the long diode. For W ≪ L the ratio to d₀/W lies between 1 and 1 + W/L, which is the straight-line profile of the short diode. These bounds prove the limits but overstate the corrections: at W = 3L the first one allows 33 % above d₀/L, while coth 3 exceeds 1 by only 0.5 %.

```lean
/-- Base transport factor: for positive `L` and `W`, the gradient at the contact is the gradient
at the junction divided by `cosh (W / L)`. -/
theorem transport_factor (h : IsBaseProfile L W d₀ d g) (hL : 0 < L) (hW : 0 < W) :
    g W = g 0 / cosh (W / L) := by
  obtain ⟨h1, h2⟩ := transfer h hL hW ⟨hW.le, le_rfl⟩
  rw [h.contact] at h1
  have hi : L * (1 / L) = 1 := mul_one_div_cancel hL.ne'
  have hC := Real.cosh_sq (W / L)
  rw [eq_div_iff (Real.cosh_pos _).ne']
  linear_combination cosh (W / L) * h2 - 1 / L * sinh (W / L) * h1
    - g 0 * sinh (W / L) ^ 2 * hi + g 0 * hC
```

The contact condition gives d₀/L = −g(0) sinh(W/L)/cosh(W/L). Put into the gradient formula at W, this yields

g(W) = g(0) [cosh²(W/L) − sinh²(W/L)]/cosh(W/L) = g(0)/cosh(W/L).

So 1/cosh(W/L) is the fraction of the injected diffusion current that reaches the contact without recombining.

```lean
/-- For positive `L` and `W`, the `sinh` profile solves the diffusion equation with both boundary
values. -/
theorem isBaseProfile_witness (hL : 0 < L) (hW : 0 < W) (d₀ : ℝ) :
    IsBaseProfile L W d₀ (fun x => d₀ * sinh ((W - x) / L) / sinh (W / L))
      (fun x => -(d₀ / L) * cosh ((W - x) / L) / sinh (W / L)) := by
  have hs : 0 < sinh (W / L) := Real.sinh_pos_iff.mpr (div_pos hW hL)
  have ha : ∀ x : ℝ, HasDerivAt (fun y => (W - y) / L) (-1 / L) x := fun x =>
    ((hasDerivAt_id' x).const_sub W).div_const L
  have h1 : ∀ x : ℝ, HasDerivAt (fun y => d₀ * sinh ((W - y) / L) / sinh (W / L))
      (-(d₀ / L) * cosh ((W - x) / L) / sinh (W / L)) x := fun x =>
    (((ha x).sinh.const_mul d₀).div_const (sinh (W / L))).congr_deriv (by ring)
  have h2 : ∀ x : ℝ, HasDerivAt (fun y => -(d₀ / L) * cosh ((W - y) / L) / sinh (W / L))
      (d₀ * sinh ((W - x) / L) / sinh (W / L) / L ^ 2) x := fun x =>
    (((ha x).cosh.const_mul (-(d₀ / L))).div_const (sinh (W / L))).congr_deriv (by ring)
  refine ⟨fun x _ => (h1 x).hasDerivWithinAt, fun x _ => (h2 x).hasDerivWithinAt, ?_, ?_⟩
  · simp only [sub_zero]
    exact mul_div_cancel_right₀ d₀ hs.ne'
  · simp

end FiniteBaseDiode
```

Conversely, differentiating the sinh profile twice brings out (−1/L)² = 1/L², and its end values are d₀ and 0. A solution therefore exists for all positive L and W and every real d₀.

```lean
#print axioms FiniteBaseDiode.finite_base_diode
#print axioms FiniteBaseDiode.injected_gradient_lt
#print axioms FiniteBaseDiode.transport_factor
```

```
'FiniteBaseDiode.finite_base_diode' depends on axioms: [propext, Classical.choice, Quot.sound]
'FiniteBaseDiode.injected_gradient_lt' depends on axioms: [propext, Classical.choice, Quot.sound]
'FiniteBaseDiode.transport_factor' depends on axioms: [propext, Classical.choice, Quot.sound]
```
